# On an even ring, a given inversion with phase $e\,e^{2\pi iks/N}$ maps some Wannier function to a multiple of itself exactly when $s$ is even

## Residues for momenta and sites, an integer for the phase

The crystal momentum $k$ and the cell label $R$ are residues modulo $N$, elements of `ZMod N`, but the number $s$ in the inversion phase is an ordinary integer. Periodic boundary conditions make $R$ and $R+N$ the same cell and restrict the wave number to the values $2\pi k/(Na)$ with integer $k$, where $a$ is the lattice constant. The wave numbers belonging to $k$ and $k+N$ then differ by the reciprocal lattice vector $2\pi/a$, so both integers label the same crystal momentum. As an integer, $s$ has a parity for every $N$; on a ring with an odd number of cells its residue would not determine one, since $s$ and $s+N$ then differ in parity.

The physical setting is one band on a ring of $N$ cells. Its Bloch states $\psi_k$ are orthonormal vectors, and inversion is a linear map $P$ with

$$P\psi_k = e\,e^{2\pi i ks/N}\,\psi_{-k}.$$

At $k=0$ this reads $P\psi_0=e\psi_0$, so for a true inversion $e=\pm1$ is the parity of the state at zero momentum. The integer $s$ fixes the centre of the reflection: cell $R$ will turn out to go to cell $s-R$, which is a reflection about $s/2$. An even $s$ puts that centre on a cell, and an odd $s$ puts it halfway between two neighbouring cells (for $N=1$, between the cell and its own periodic image).

The states live in a complex inner product space `E`, which may have infinite dimension. The number of cells is any positive integer, expressed by `NeZero N`.

In Lean 4 with Mathlib:

```lean
import Mathlib

open scoped InnerProductSpace

namespace InversionSymmetricWannier

noncomputable section

variable {N : ℕ} [NeZero N] {E : Type*} [NormedAddCommGroup E] [InnerProductSpace ℂ E]
```

## The phase as a character of the ring

Write $\varphi(x)=e^{2\pi i x/N}$ for a residue $x$. Replacing $x$ by $x+N$ multiplies the exponential by $e^{2\pi i}=1$, so the value does not depend on the integer chosen to represent $x$. Mathlib has this function as the standard additive character of `ZMod N`.

```lean
/-- The lattice phase `exp (2πi x / N)` of a residue `x` modulo `N`. -/
def phase (x : ZMod N) : ℂ := ZMod.stdAddChar x
```

The Wannier function at cell $R$ is the normalised Fourier sum

$$w_R=\frac1{\sqrt N}\sum_k \varphi(-kR)\,\psi_k .$$

This fixes the sign convention: the exponent carries a minus sign. The scalar in the code is the real number $1/\sqrt N$, regarded as complex.

```lean
/-- The Wannier function at site `R`: the normalised Fourier sum of the Bloch states `ψ k`. -/
def wannier (ψ : ZMod N → E) (R : ZMod N) : E :=
  (((√(N : ℝ))⁻¹ : ℝ) : ℂ) • ∑ k, phase (-(k * R)) • ψ k
```

The inversion rule for the Bloch states becomes a condition on `P`, `ψ`, `e` and `s`. It is assumed, not derived from a Hamiltonian, and it includes a choice of gauge: apart from the constant $e$, the phase that relates $P\psi_k$ to $\psi_{-k}$ is linear in $k$. The number `e` may be any complex number here; the theorems about eigenvectors will require it to be nonzero, which covers $e=\pm1$. Nothing is assumed about how `P` acts outside the span of the Bloch states.

```lean
/-- The map `P` sends the Bloch state at `k` to the one at `-k`, with the factor
`e exp (2πi k s / N)`. -/
def ActsAsInversion (P : E →ₗ[ℂ] E) (ψ : ZMod N → E) (e : ℂ) (s : ℤ) : Prop :=
  ∀ k, P (ψ k) = (e * phase (k * (s : ZMod N))) • ψ (-k)
```

A Wannier function counts as inversion-symmetric when it is an eigenvector of $P$, with any eigenvalue. The zero vector is excluded.

```lean
/-- A nonzero vector that `P` maps to a multiple of itself. -/
def IsEigenvector (P : E →ₗ[ℂ] E) (v : E) : Prop :=
  v ≠ 0 ∧ ∃ c : ℂ, P v = c • v
```

For integers $k$ and $m$ the character gives the expected exponential,

$$\varphi(km)=e^{2\pi i km/N},$$

which ties the abstract definition to the formula in the inversion rule.

```lean
/-- For integers `k` and `m` the lattice phase of `k m` is `exp (2πi k m / N)`. -/
theorem phase_eq_exp (k m : ℤ) :
    phase ((k : ZMod N) * (m : ZMod N)) =
      Complex.exp (2 * Real.pi * Complex.I * ((k * m : ℤ) : ℂ) / N) := by
  have h : (k : ZMod N) * (m : ZMod N) = ((k * m : ℤ) : ZMod N) := (Int.cast_mul k m).symm
  rw [h]
  exact ZMod.stdAddChar_coe _
```

The derivation uses two elementary properties of the phase. The first is $\varphi(x+y)=\varphi(x)\varphi(y)$.

```lean
lemma phase_add (x y : ZMod N) : phase (x + y) = phase x * phase y :=
  AddChar.map_add_eq_mul _ x y
```

The second is $\varphi(0)=1$.

```lean
lemma phase_zero : phase (0 : ZMod N) = 1 :=
  AddChar.map_zero_eq_one _
```

The normalisation $1/\sqrt N$ is nonzero because $N>0$, so it can be cancelled from both sides of an equation.

```lean
lemma norm_const_ne_zero : (((√(N : ℝ))⁻¹ : ℝ) : ℂ) ≠ 0 := by
  have hN : (0 : ℝ) < N := Nat.cast_pos.mpr (Nat.pos_of_ne_zero (NeZero.ne N))
  exact Complex.ofReal_ne_zero.mpr (inv_ne_zero (Real.sqrt_pos.mpr hN).ne')
```

## Bloch amplitudes of a Wannier function

Taking the inner product of $w_R$ with $\psi_k$ and using $\langle\psi_k,\psi_q\rangle=\delta_{kq}$ leaves one term of the sum:

$$\langle \psi_k,w_R\rangle=\frac1{\sqrt N}\sum_q\varphi(-qR)\,\delta_{kq}=\frac1{\sqrt N}\,\varphi(-kR).$$

Every amplitude has the same modulus, and only the phase depends on the cell. The proof takes the scalar out of the second slot of the inner product, which is the linear one, and then applies orthonormality to the finite sum.

```lean
/-- The amplitude of the Bloch state `k` in the Wannier function at `R` is
`N^(-1/2) exp (-2πi k R / N)`. -/
theorem bloch_amplitude {ψ : ZMod N → E} (hψ : Orthonormal ℂ ψ) (k R : ZMod N) :
    inner ℂ (ψ k) (wannier ψ R) = (((√(N : ℝ))⁻¹ : ℝ) : ℂ) * phase (-(k * R)) := by
  rw [wannier, inner_smul_right, hψ.inner_right_fintype]
```

## Inversion sends cell $R$ to cell $s-R$

Apply $P$ to the Fourier sum term by term:

$$P w_R=\frac1{\sqrt N}\sum_k\varphi(-kR)\,e\,\varphi(ks)\,\psi_{-k}
=\frac{e}{\sqrt N}\sum_k\varphi\big(k(s-R)\big)\,\psi_{-k}.$$

Now relabel $q=-k$. As $k$ runs through all residues, so does $q$, and

$$P w_R=\frac{e}{\sqrt N}\sum_q\varphi\big(-q(s-R)\big)\,\psi_q=e\,w_{s-R}.$$

In the proof, `Fintype.sum_equiv` with the negation map does the relabelling, and the equation `h` combines the two phases into one. Orthonormality plays no part in this step.

```lean
/-- Inversion reflects the Wannier functions: the one at `R` goes to `e` times the one
at `s - R`. -/
theorem inversion_wannier {P : E →ₗ[ℂ] E} {ψ : ZMod N → E} {e : ℂ} {s : ℤ}
    (hP : ActsAsInversion P ψ e s) (R : ZMod N) :
    P (wannier ψ R) = e • wannier ψ ((s : ZMod N) - R) := by
  unfold wannier
  rw [map_smul, map_sum, smul_comm e]
  congr 1
  rw [Finset.smul_sum]
  -- relabel the crystal momentum k as -k
  refine Fintype.sum_equiv (Equiv.neg _) _ _ (fun k => ?_)
  have h : phase (-(-k * ((s : ZMod N) - R))) = phase (-(k * R)) * phase (k * (s : ZMod N)) := by
    rw [← phase_add]
    congr 1
    ring
  rw [map_smul, hP k, Equiv.neg_apply, smul_smul, smul_smul, h]
  congr 1
  ring
```

## An eigenvector requires $2R=s$ on the ring

Suppose $P w_R=c\,w_R$. By the reflection law, $e\,w_{s-R}=c\,w_R$. Taking the amplitude on $\psi_k$ and cancelling $1/\sqrt N$ gives, for every $k$,

$$e\,\varphi\big(-k(s-R)\big)=c\,\varphi(-kR).$$

At $k=0$ both phases are $1$, so $c=e$. At $k=1$, after cancelling $e\neq0$,

$$\varphi\big(-(s-R)\big)=\varphi(-R).$$

Distinct residues have distinct phases, so $s-R=R$, that is, $2R=s$ modulo $N$.

Conversely, if $2R=s$ then $s-R=R$, and the reflection law reads $P w_R=e\,w_R$. The vector $w_R$ is nonzero because its amplitude on $\psi_0$ is $1/\sqrt N$.

The proof follows the same route. The family of equations `h` compares amplitudes, `h0` and `h1` are the cases $k=0$ and $k=1$, and `ZMod.injective_stdAddChar` turns equal phases into equal residues. The condition $2R=s$ is written `R + R = (s : ZMod N)`.

```lean
/-- The Wannier function at `R` is an eigenvector of inversion exactly when `2R = s`
modulo `N`. -/
theorem isEigenvector_iff {P : E →ₗ[ℂ] E} {ψ : ZMod N → E} {e : ℂ} {s : ℤ}
    (hψ : Orthonormal ℂ ψ) (hP : ActsAsInversion P ψ e s) (he : e ≠ 0) (R : ZMod N) :
    IsEigenvector P (wannier ψ R) ↔ R + R = (s : ZMod N) := by
  constructor
  · rintro ⟨_, c, hc⟩
    rw [inversion_wannier hP] at hc
    -- compare the Bloch amplitudes on both sides
    have h : ∀ k : ZMod N,
        e * phase (-(k * ((s : ZMod N) - R))) = c * phase (-(k * R)) := by
      intro k
      have h := congrArg (fun v => inner ℂ (ψ k) v) hc
      simp only [inner_smul_right, bloch_amplitude hψ] at h
      apply mul_left_cancel₀ (norm_const_ne_zero (N := N))
      linear_combination h
    -- k = 0 fixes the eigenvalue, k = 1 gives the condition on the site
    have h0 := h 0
    simp only [zero_mul, neg_zero, phase_zero, mul_one] at h0
    have h1 := h 1
    rw [← h0] at h1
    have h2 := ZMod.injective_stdAddChar (mul_left_cancel₀ he h1)
    linear_combination h2
  · intro h
    refine ⟨fun h0 => ?_, e, ?_⟩
    · have h1 := bloch_amplitude hψ 0 R
      rw [h0, inner_zero_right, zero_mul, neg_zero, phase_zero, mul_one] at h1
      exact norm_const_ne_zero h1.symm
    · have hR : (s : ZMod N) - R = R := by linear_combination -h
      rw [inversion_wannier hP, hR]
```

## On an even ring the parity of $s$ decides

What remains is arithmetic: when does $2R=s$ have a solution modulo $N$? Let $N=2M$ and let the integer $r$ represent $R$. The equation says that $N$ divides $s-2r$, so for some integer $t$

$$s-2r=2Mt,\qquad s=2(r+Mt),$$

and $s$ is even. If instead $s=2m$, then $R=m$ is a solution.

The evenness of $N$ enters where $Nt$ is written as $2Mt$. The proof first replaces the eigenvector condition by $2R=s$ through `isEigenvector_iff`, then lifts the residue to an integer and reads the congruence as divisibility.

For electronic structure, the result says when the given inversion maps one of the Wannier functions $w_R$ to a multiple of itself, for a single non-interacting band on a finite even ring whose inversion phase has the assumed linear form. The theorem concerns the functions $w_R$ built from the given Bloch states; it makes no statement about how localised they are, about several coupled bands, or about the limit of large $N$.

```lean
/-- On a ring with an even number of cells, some Wannier function is an eigenvector of
inversion exactly when `s` is even. -/
theorem exists_eigenvector_iff_even {P : E →ₗ[ℂ] E} {ψ : ZMod N → E} {e : ℂ} {s : ℤ}
    (hN : Even N) (hψ : Orthonormal ℂ ψ) (hP : ActsAsInversion P ψ e s) (he : e ≠ 0) :
    (∃ R, IsEigenvector P (wannier ψ R)) ↔ Even s := by
  simp only [isEigenvector_iff hψ hP he]
  constructor
  · rintro ⟨R, h⟩
    obtain ⟨r, rfl⟩ := ZMod.intCast_surjective R
    have h' : ((r + r : ℤ) : ZMod N) = (s : ZMod N) := by
      rw [Int.cast_add]
      exact h
    obtain ⟨t, ht⟩ := (ZMod.intCast_eq_intCast_iff_dvd_sub _ _ _).mp h'
    obtain ⟨M, hM⟩ := hN
    have hM' : (N : ℤ) = M + M := by exact_mod_cast hM
    rw [hM'] at ht
    exact ⟨r + M * t, by linear_combination ht⟩
  · rintro ⟨m, hm⟩
    exact ⟨(m : ZMod N), by rw [hm, Int.cast_add]⟩
```

## The two symmetric cells of an even ring

For $N=2M$ and $s=2m$ the solutions can be listed. With $r$ representing $R$ as before, $2m-2r=2Mt$ gives

$$m-r=Mt.$$

If $t=2u$, then $m-r=Nu$ and $R=m$ on the ring. If $t=2u+1$, then

$$m+M-r=M(2u+2)=N(u+1),$$

so $R=m+M$. Both cells satisfy the condition, since $2(m+M)=2m+N=2m$ modulo $N$. They are opposite each other on the ring, and they are distinct because $0<M<N$. On the smallest even ring, $N=2$, they are all the cells there are.

The case split on `Int.even_or_odd t` is the split between even and odd $t$.

```lean
/-- For `N = 2M` and `s = 2m`, the Wannier functions that are eigenvectors of inversion are
those at the sites `m` and `m + M`. -/
theorem eigenvector_sites {P : E →ₗ[ℂ] E} {ψ : ZMod N → E} {e : ℂ} {m : ℤ} {M : ℕ}
    (hN : N = M + M) (hψ : Orthonormal ℂ ψ) (hP : ActsAsInversion P ψ e (2 * m))
    (he : e ≠ 0) (R : ZMod N) :
    IsEigenvector P (wannier ψ R) ↔ R = (m : ZMod N) ∨ R = (m : ZMod N) + (M : ZMod N) := by
  rw [isEigenvector_iff hψ hP he]
  constructor
  · intro h
    obtain ⟨r, rfl⟩ := ZMod.intCast_surjective R
    have h' : ((r + r : ℤ) : ZMod N) = ((2 * m : ℤ) : ZMod N) := by
      rw [Int.cast_add]
      exact h
    obtain ⟨t, ht⟩ := (ZMod.intCast_eq_intCast_iff_dvd_sub _ _ _).mp h'
    have hM' : (N : ℤ) = M + M := by exact_mod_cast hN
    rw [hM'] at ht
    have hd : m - r = M * t := by linarith
    -- an even or odd number of half turns around the ring
    rcases Int.even_or_odd t with ⟨u, hu⟩ | ⟨u, hu⟩
    · left
      refine (ZMod.intCast_eq_intCast_iff_dvd_sub _ _ _).mpr ⟨u, ?_⟩
      rw [hM', hd, hu]
      ring
    · right
      have h2 : (r : ZMod N) = ((m + (M : ℤ) : ℤ) : ZMod N) := by
        refine (ZMod.intCast_eq_intCast_iff_dvd_sub _ _ _).mpr ⟨u + 1, ?_⟩
        rw [hM']
        rw [hu] at hd
        linear_combination hd
      push_cast at h2
      exact h2
  · have hz : ((M + M : ℕ) : ZMod N) = 0 := by
      rw [← hN]
      exact ZMod.natCast_self N
    rw [Nat.cast_add] at hz
    rintro (rfl | rfl)
    · push_cast
      ring
    · push_cast
      linear_combination hz
```

## An odd ring always has one symmetric cell

If $N=2M+1$, then $2(M+1)=N+1=1$ modulo $N$, so $2$ has the inverse $M+1$. The equation $2R=s$ therefore has the single solution

$$R=(M+1)s,$$

whatever the parity of $s$. Evenness of $N$ is thus a real hypothesis of the parity criterion. For an odd $s$, the reflection centre $s/2$ is not at a cell, but the opposite point $s/2+N/2$ is then a cell.

The two `linear_combination` lines check that this $R$ solves the equation and that any other solution equals it. The case $N=1$ is included: there is one cell, and its Wannier function is an eigenvector.

```lean
/-- On a ring with an odd number of cells, exactly one Wannier function is an eigenvector of
inversion, whatever the integer `s`. -/
theorem existsUnique_eigenvector_of_odd {P : E →ₗ[ℂ] E} {ψ : ZMod N → E} {e : ℂ} {s : ℤ}
    (hN : Odd N) (hψ : Orthonormal ℂ ψ) (hP : ActsAsInversion P ψ e s) (he : e ≠ 0) :
    ∃! R, IsEigenvector P (wannier ψ R) := by
  simp only [isEigenvector_iff hψ hP he]
  obtain ⟨M, hM⟩ := hN
  have hz : ((2 * M + 1 : ℕ) : ZMod N) = 0 := by
    rw [← hM]
    exact ZMod.natCast_self N
  push_cast at hz
  -- M + 1 is the inverse of 2 modulo N
  refine ⟨((M : ZMod N) + 1) * (s : ZMod N), ?_, fun R h => ?_⟩
  · linear_combination (s : ZMod N) * hz
  · linear_combination ((M : ZMod N) + 1) * h - R * hz
```

## Even and odd combinations of a reflected pair

When $w_R$ is not itself an eigenvector, it can be combined with its mirror image. Since $s-(s-R)=R$, inversion exchanges the two functions up to the factor $e$:

$$P w_R=e\,w_{s-R},\qquad P w_{s-R}=e\,w_R .$$

Adding and subtracting gives

$$P(w_R\pm w_{s-R})=e\,(w_{s-R}\pm w_R)=\pm e\,(w_R\pm w_{s-R}).$$

The code leaves these combinations unnormalised. For orthonormal Bloch states and $2R\neq s$, the normalised states are $(w_R\pm w_{s-R})/\sqrt2$. If $2R=s$, the sum is $2w_R$ and the difference is the zero vector, so the theorem states transformation rules and does not call both combinations eigenvectors.

```lean
/-- The sum and the difference of the Wannier functions at `R` and `s - R` are multiplied by
`e` and `-e` under inversion. -/
theorem inversion_pair {P : E →ₗ[ℂ] E} {ψ : ZMod N → E} {e : ℂ} {s : ℤ}
    (hP : ActsAsInversion P ψ e s) (R : ZMod N) :
    P (wannier ψ R + wannier ψ (s - R)) = e • (wannier ψ R + wannier ψ (s - R)) ∧
      P (wannier ψ R - wannier ψ (s - R)) = (-e) • (wannier ψ R - wannier ψ (s - R)) := by
  have h1 := inversion_wannier hP R
  have h2 := inversion_wannier hP ((s : ZMod N) - R)
  rw [sub_sub_cancel] at h2
  constructor
  · rw [map_add, h1, h2]
    module
  · rw [map_sub, h1, h2]
    module
```

## An explicit inversion on $\mathbb C^N$

Orthonormality and the inversion rule are met by a concrete example for every $N\geq1$, every $e$ and every integer $s$; the theorems about eigenvectors then apply when $e\neq0$. Take the standard basis vectors of $\mathbb C^N$ as the Bloch states, so that the coordinates are labelled by momentum and not by cell. A linear map is determined by its values on a basis, and these values can be chosen freely; set them to $e\,\varphi(ks)$ times the basis vector $-k$.

```lean
/-- The linear map on `ℂ^N` that sends the standard basis vector `k` to
`e exp (2πi k s / N)` times the basis vector `-k`. -/
def modelInversion (N : ℕ) [NeZero N] (e : ℂ) (s : ℤ) :
    EuclideanSpace ℂ (ZMod N) →ₗ[ℂ] EuclideanSpace ℂ (ZMod N) :=
  (EuclideanSpace.basisFun (ZMod N) ℂ).toBasis.constr ℂ
    (fun k => (e * phase (k * (s : ZMod N))) • EuclideanSpace.basisFun (ZMod N) ℂ (-k))
```

The standard basis is orthonormal, and the map satisfies the inversion rule by construction. With $e=\pm1$ it is an inversion in the usual sense, since applying it twice gives

$$P^2\psi_k=e\,\varphi(ks)\,e\,\varphi(-ks)\,\psi_k=e^2\psi_k=\psi_k .$$

The theorem records the orthonormality and the inversion rule; the second follows from `constr_basis`, which returns the prescribed value on each basis vector.

```lean
/-- The standard basis of `ℂ^N` is orthonormal, and the model inversion acts on it as an
inversion with factor `e` and integer `s`. -/
theorem modelInversion_witness (e : ℂ) (s : ℤ) :
    Orthonormal ℂ (⇑(EuclideanSpace.basisFun (ZMod N) ℂ)) ∧
      ActsAsInversion (modelInversion N e s) (⇑(EuclideanSpace.basisFun (ZMod N) ℂ)) e s := by
  refine ⟨(EuclideanSpace.basisFun (ZMod N) ℂ).orthonormal, fun k => ?_⟩
  have h := (EuclideanSpace.basisFun (ZMod N) ℂ).toBasis.constr_basis ℂ
    (fun k => (e * phase (k * (s : ZMod N))) • EuclideanSpace.basisFun (ZMod N) ℂ (-k)) k
  rw [OrthonormalBasis.coe_toBasis] at h
  exact h

end

end InversionSymmetricWannier
```

```lean
#print axioms InversionSymmetricWannier.exists_eigenvector_iff_even
#print axioms InversionSymmetricWannier.eigenvector_sites
#print axioms InversionSymmetricWannier.existsUnique_eigenvector_of_odd
#print axioms InversionSymmetricWannier.inversion_pair
```

```
'InversionSymmetricWannier.exists_eigenvector_iff_even' depends on axioms: [propext, Classical.choice, Quot.sound]
'InversionSymmetricWannier.eigenvector_sites' depends on axioms: [propext, Classical.choice, Quot.sound]
'InversionSymmetricWannier.existsUnique_eigenvector_of_odd' depends on axioms: [propext, Classical.choice, Quot.sound]
'InversionSymmetricWannier.inversion_pair' depends on axioms: [propext, Classical.choice, Quot.sound]
```
